# When two SCF states coalesce with nonzero velocity, the energy of their difference has a finite limit

Let $v(t)$ be a curve of state vectors in a real inner product space, differentiable at $t=0$ with velocity $w=v'(0)\neq 0$, and let $H$ be a fixed bounded linear operator. Then $v(t)\neq v(-t)$ for all sufficiently small $t\neq 0$, and

$$
R\bigl(v(t)-v(-t)\bigr)\;\longrightarrow\;\frac{\langle w,Hw\rangle}{\|w\|^2}\qquad (t\to 0),
\qquad R(x)=\frac{\langle x,Hx\rangle}{\|x\|^2}.
$$

Here $v(t)$ and $v(-t)$ stand for two broken-symmetry SCF solutions that merge at $t=0$. They are normalized many-electron states, and $H$ is the many-electron Hamiltonian in a finite basis. The condition $w\neq0$ says that the two solutions separate at first order in $t$. For two real states and a fixed $H$, the result shows that the nearly singular overlap matrix of nonorthogonal configuration interaction (CI) can hide a second state of perfectly finite energy, which is lost if the small overlap eigenvalue is discarded.

## From the difference of two states to a tangent direction

Put $d(t)=v(t)-v(-t)$. Then $d(0)=0$, and the chain rule gives $d'(0)=w-(-w)=2w$. By the definition of the derivative, $d(t)/t\to 2w$, so

$$
\frac{v(t)-v(-t)}{2t}\to w .
$$

Since $w\neq0$, the left side is nonzero for small $t\neq0$, and the two vectors are distinct. If they are unit vectors, they are also distinct physical states for small $t\neq0$, because their common limit $v(0)\neq0$ rules out $v(-t)=-v(t)$. For $c\neq0$ the Rayleigh quotient satisfies

$$
R(cx)=\frac{c^2\langle x,Hx\rangle}{c^2\|x\|^2}=R(x),
$$

so $R(d(t))=R(d(t)/2t)$. Numerator and denominator are continuous, and the denominator tends to $\|w\|^2\neq0$. The limit is therefore $R(w)$. Neither normalization nor symmetry of $H$ has been used.

Now let every $v(t)$ be a unit vector. Differentiating $\langle v(t),v(t)\rangle=1$ at $0$ gives $2\langle v(0),w\rangle=0$, so $w$ is orthogonal to the coalesced state. With the overlap $s(t)=\langle v(t),v(-t)\rangle$ we have $\|d(t)\|^2=2-2s(t)$, hence

$$
\frac{1-s(t)}{t^2}=2\left\|\frac{d(t)}{2t}\right\|^2\to 2\|w\|^2 .
$$

## The two-state CI problem near coalescence

Take a symmetric $H$ and distinct unit states $a,b$ of equal energy. Write $h=\langle a,Ha\rangle=\langle b,Hb\rangle$, $k=\langle a,Hb\rangle=\langle b,Ha\rangle$ and $s=\langle a,b\rangle$. The CI equations for the trial state $a-b$ are

$$
h-k=E(1-s),\qquad k-h=E(s-1).
$$

They are the same equation. Because $a\neq b$, we have $s<1$, and the solution is

$$
E=\frac{h-k}{1-s}=\frac{2h-2k}{2-2s}=R(a-b).
$$

If the energies differ, the difference need not solve the CI equations, and one works with the secular determinant instead. Let $B(x,y)=\langle x,Hy\rangle-E\langle x,y\rangle$, and let $D(a,b)$ be the determinant of the $2\times2$ matrix of $B$ in the states $a,b$. Replacing $(a,b)$ by $\bigl(\tfrac12(a+b),\,c(a-b)\bigr)$ is a change of basis with matrix

$$
T=\begin{pmatrix}\tfrac12&\tfrac12\\ c&-c\end{pmatrix},\qquad \det T=-c,
$$

so the determinant is multiplied by $(\det T)^2=c^2$. With $a=v(t)$, $b=v(-t)$ and $c=1/(2t)$, the new states tend to $v(0)$ and $w$. For unit vectors, using $\langle v(0),w\rangle=0$,

$$
\frac{D(v(t),v(-t))}{4t^2}\to(\langle v(0),Hv(0)\rangle-E)(\langle w,Hw\rangle-E\|w\|^2)-\langle v(0),Hw\rangle\langle w,Hv(0)\rangle .
$$

If $w\neq0$, set $u=w/\|w\|$. The right side is then $\|w\|^2$ times the ordinary secular determinant of $H$ in the orthonormal pair $v(0),u$. It is quadratic in $E$, so a second root remains.

For symmetric $H$ with $v(t)$ and $v(-t)$ degenerate at every small $t$, the energy $\langle v(t),Hv(t)\rangle$ is even in $t$. Its derivative at $0$, which is $2\langle v(0),Hw\rangle$, vanishes. The coupling term drops out, and the second root is $R(w)$.

## Two electrons in two orbitals

Let $g$ and $u$ now denote orthonormal orbitals. Put the spin-up electron in $\cos t\,g+\sin t\,u$ and the spin-down electron in $\cos t\,g-\sin t\,u$. In the basis of the doubly occupied $g^2$, the triplet with $M_S=0$, and the doubly occupied $u^2$, the determinant is

$$
v(t)=(\cos^2t,\ \sqrt2\sin t\cos t,\ -\sin^2t),\qquad w=(0,\sqrt2,0).
$$

Choose the model Hamiltonian with diagonal $(-1,\,-0.6,\,0.2)$, coupling $0.1$ between $g^2$ and $u^2$, and no other coupling. The determinants $v(\pm t)$ illustrate the limit but are not SCF solutions for this $H$: their energy $-1+0.6\sin^2t+0.6\sin^4t$ is not stationary at the value of $t$ used below. At $\sin t=0.1$ the states are $v(\pm t)=(0.99,\pm\sqrt{0.0198},-0.01)$, and

$$
\begin{aligned}
s&=0.9801-0.0198+0.0001=0.9604,\\
h&=-0.9801-0.01188+0.00002-0.00198=-0.99394,\\
k&=-0.9801+0.01188+0.00002-0.00198=-0.97018.
\end{aligned}
$$

The difference state has energy $(h-k)/(1-s)=-0.02376/0.0396=-0.6$, the triplet energy. It equals the limit already at finite $t$, because the difference always points along the triplet. The other CI root is $(h+k)/(1+s)\approx-1.0019$, close to the energy $-1$ of the coalesced state. Although the overlap is $0.96$, the two energies are well separated.

## States, energies and the secular determinant in Lean

The space `V` is any real inner product space, of finite or infinite dimension.

```lean
import Mathlib

open Filter Topology
open scoped InnerProductSpace

noncomputable section

namespace CoalescingSCFSolutions

variable {V : Type*} [NormedAddCommGroup V] [InnerProductSpace ℝ V]
```

The type `V →L[ℝ] V` is that of continuous linear operators. It includes every real matrix Hamiltonian in a finite basis, but not an unbounded Hamiltonian on the full Hilbert space, and complex states are excluded.

```lean
/-- The Rayleigh quotient `⟨x, H x⟩ / ‖x‖²`, the energy of a nonzero, not necessarily
normalized state `x`. -/
def rayleigh (H : V →L[ℝ] V) (x : V) : ℝ := ⟪x, H x⟫_ℝ / ‖x‖ ^ 2
```

This is $R(x)$. Symmetry of $H$ is not part of the type and appears as a hypothesis only where it is used.

```lean
/-- The secular determinant `det (H - E S)` of nonorthogonal CI in the two states `a` and `b`,
where `S` is their overlap matrix. -/
def secular (H : V →L[ℝ] V) (a b : V) (E : ℝ) : ℝ :=
  Matrix.det !![⟪a, H a⟫_ℝ - E * ⟪a, a⟫_ℝ, ⟪a, H b⟫_ℝ - E * ⟪a, b⟫_ℝ;
                ⟪b, H a⟫_ℝ - E * ⟪b, a⟫_ℝ, ⟪b, H b⟫_ℝ - E * ⟪b, b⟫_ℝ]
```

This is $D(a,b)$ as a function of the trial energy `E`. The overlaps are written out, so the states need be neither orthogonal nor normalized.

## The limit of the difference state

The hypothesis `HasDerivAt v w 0` says that $v'(0)=w$. The filter `𝓝[≠] 0` means that $t$ approaches $0$ through nonzero values.

```lean
/-- If the curve `v` has derivative `w` at `0`, the difference of the vectors `v t` and `v (-t)`,
divided by `2t`, tends to `w` as `t → 0` through nonzero values. -/
theorem scaled_difference_tendsto {v : ℝ → V} {w : V} (h : HasDerivAt v w 0) :
    Tendsto (fun t : ℝ => (2 * t)⁻¹ • (v t - v (-t))) (𝓝[≠] 0) (𝓝 w) := by
  have h' : HasDerivAt v w (-(0 : ℝ)) := by simpa using h
  -- the difference v t - v (-t) has derivative 2w at 0
  have hu : HasDerivAt (fun t : ℝ => v t - v (-t)) (w - (-1 : ℝ) • w) 0 :=
    h.sub (h'.scomp (0 : ℝ) (hasDerivAt_neg (0 : ℝ)))
  have h3 := hu.tendsto_slope_zero.const_smul (2⁻¹ : ℝ)
  have e : (2⁻¹ : ℝ) • (w - (-1 : ℝ) • w) = w := by module
  rw [e] at h3
  refine h3.congr fun t => ?_
  simp only [zero_add, neg_zero, sub_self, sub_zero, smul_smul, mul_inv]
```

The step `hu` is the derivative of $d(t)$, with the chain rule applied to $t\mapsto -t$. `tendsto_slope_zero` turns it into the limit of $d(t)/t$, and the factor `2⁻¹` reduces $2w$ to $w$.

```lean
/-- Rescaling a state by a nonzero factor leaves its Rayleigh quotient unchanged. -/
theorem rayleigh_smul (H : V →L[ℝ] V) {c : ℝ} (hc : c ≠ 0) (x : V) :
    rayleigh H (c • x) = rayleigh H x := by
  simp only [rayleigh, map_smul, real_inner_smul_left, real_inner_smul_right, norm_smul,
    mul_pow, Real.norm_eq_abs, sq_abs]
  rw [← mul_assoc, ← sq]
  exact mul_div_mul_left _ _ (pow_ne_zero 2 hc)
```

The proof pulls $c^2$ out of numerator and denominator and cancels it.

```lean
/-- Let the curve `v` have nonzero derivative `w` at `0`. The vectors `v t` and `v (-t)` are
distinct for all small nonzero `t`, and the Rayleigh quotient of their difference tends to that of
`w` as `t → 0`. -/
theorem difference_state_energy_tendsto (H : V →L[ℝ] V) {v : ℝ → V} {w : V}
    (h : HasDerivAt v w 0) (hw : w ≠ 0) :
    (∀ᶠ t in 𝓝[≠] (0 : ℝ), v t ≠ v (-t)) ∧
    Tendsto (fun t : ℝ => rayleigh H (v t - v (-t))) (𝓝[≠] 0)
      (𝓝 (⟪w, H w⟫_ℝ / ‖w‖ ^ 2)) := by
  have hq := scaled_difference_tendsto h
  constructor
  · exact (hq.eventually_ne hw).mono fun t ht h0 => ht (by simp [h0])
  · -- the Rayleigh quotient is continuous at the nonzero vector w
    have hlim : Tendsto (fun t : ℝ => rayleigh H ((2 * t)⁻¹ • (v t - v (-t)))) (𝓝[≠] 0)
        (𝓝 (⟪w, H w⟫_ℝ / ‖w‖ ^ 2)) :=
      (hq.inner ((H.continuous.tendsto w).comp hq)).div (hq.norm.pow 2)
        (pow_ne_zero 2 (norm_ne_zero_iff.mpr hw))
    -- the factor 1/(2t) drops out
    refine hlim.congr' ?_
    filter_upwards [self_mem_nhdsWithin] with t ht
    exact rayleigh_smul H (inv_ne_zero (mul_ne_zero two_ne_zero ht)) _
```

The first conclusion uses `∀ᶠ`, "for all $t\neq0$ close enough to $0$". It ensures that the energy in the second conclusion belongs to a nonzero vector. In the proof, `hlim` is the quotient of the two limits for the rescaled difference, and the last lines remove the scale factor with `rayleigh_smul`.

No SCF equation appears among the hypotheses: the curve may be any one differentiable at $0$. The parameter $t$ is best read as a symmetry-breaking amplitude, such as an orbital rotation angle. At a typical pitchfork bifurcation this amplitude grows as the square root of the distance in geometry, so the curve would not be differentiable in the bond length. The operator $H$ is also held fixed, whereas it changes along a geometry scan. Finally, the signs of the two states matter: both must tend to the same vector $v(0)$, so a computed pair with negative overlap needs one sign reversed first.

## Orthogonality and the overlap of unit states

The next two results add `hv`, which requires norm one at every real $t$.

```lean
/-- If a curve `v` of unit vectors has derivative `w` at `0`, then `w` is orthogonal to `v 0`. -/
theorem velocity_orthogonal {v : ℝ → V} {w : V} (h : HasDerivAt v w 0)
    (hv : ∀ t, ‖v t‖ = 1) : ⟪v 0, w⟫_ℝ = 0 := by
  have h1 := h.inner ℝ h
  have hc : (fun t => ⟪v t, v t⟫_ℝ) = fun _ => (1 : ℝ) := by
    funext t
    rw [real_inner_self_eq_norm_sq, hv t, one_pow]
  rw [hc] at h1
  have h2 := h1.unique (hasDerivAt_const (0 : ℝ) (1 : ℝ))
  have h3 := real_inner_comm (v 0) w
  linarith
```

Here `h1` is the product rule for $\langle v(t),v(t)\rangle$. The function is constant, so uniqueness of the derivative gives $\langle v(0),w\rangle+\langle w,v(0)\rangle=0$, and symmetry of the inner product finishes the argument.

```lean
/-- For a curve `v` of unit vectors with derivative `w` at `0`, the quantity `1 - ⟨v t, v (-t)⟩`,
divided by `t²`, tends to `2‖w‖²` as `t → 0`. -/
theorem overlap_defect_tendsto {v : ℝ → V} {w : V} (h : HasDerivAt v w 0)
    (hv : ∀ t, ‖v t‖ = 1) :
    Tendsto (fun t : ℝ => (1 - ⟪v t, v (-t)⟫_ℝ) / t ^ 2) (𝓝[≠] 0) (𝓝 (2 * ‖w‖ ^ 2)) := by
  refine (((scaled_difference_tendsto h).norm.pow 2).const_mul 2).congr fun t => ?_
  rw [norm_smul, mul_pow, norm_sub_sq_real, hv t, hv (-t), Real.norm_eq_abs, sq_abs]
  ring
```

The proof squares the norm in the limit of the scaled difference, doubles it, and expands $\|v(t)-v(-t)\|^2$. The smaller eigenvalue of the $2\times2$ overlap matrix is $1-s(t)$ near coalescence, so it vanishes quadratically when $w\neq0$.

## The difference state as a CI solution

```lean
/-- For a symmetric Hamiltonian and two distinct normalized states of equal energy, the
difference state solves the two-state nonorthogonal CI equations with energy `E` exactly when
`E` is its Rayleigh quotient. -/
theorem difference_solves_noci_iff (H : V →L[ℝ] V)
    (hH : ∀ x y, ⟪H x, y⟫_ℝ = ⟪x, H y⟫_ℝ) {a b : V} (ha : ‖a‖ = 1) (hb : ‖b‖ = 1)
    (hne : a ≠ b) (hdeg : ⟪a, H a⟫_ℝ = ⟪b, H b⟫_ℝ) (E : ℝ) :
    (⟪a, H (a - b)⟫_ℝ = E * ⟪a, a - b⟫_ℝ ∧ ⟪b, H (a - b)⟫_ℝ = E * ⟪b, a - b⟫_ℝ) ↔
      E = rayleigh H (a - b) := by
  have hab : ⟪a, H b⟫_ℝ = ⟪b, H a⟫_ℝ := (hH a b).symm.trans (real_inner_comm _ _)
  have haa : ⟪a, a⟫_ℝ = 1 := by rw [real_inner_self_eq_norm_sq, ha, one_pow]
  have hbb : ⟪b, b⟫_ℝ = 1 := by rw [real_inner_self_eq_norm_sq, hb, one_pow]
  have hpos : ‖a - b‖ ^ 2 ≠ 0 := pow_ne_zero 2 (norm_ne_zero_iff.mpr (sub_ne_zero.mpr hne))
  have hd : ‖a - b‖ ^ 2 = 2 - 2 * ⟪a, b⟫_ℝ := by
    rw [norm_sub_sq_real, ha, hb]
    ring
  rw [rayleigh, eq_div_iff hpos, hd]
  simp only [map_sub, inner_sub_left, inner_sub_right, haa, hbb, real_inner_comm a b]
  constructor
  · rintro ⟨h1, h2⟩
    linarith
  · intro h
    constructor <;> linarith
```

The hypothesis `hH` is symmetry of the Hamiltonian, and `hdeg` is the equality of the two energies, as for solutions exchanged by a symmetry of $H$. The left side of the equivalence is the pair of CI equations, obtained by projecting $(H-E)(a-b)$ onto `a` and `b`. The proof establishes $k$ as a common value in `hab` and the squared norm $2-2s$ in `hd`. It then clears the denominator, after which both directions are linear arithmetic. The case $b=-a$ is allowed; the two vectors then represent one physical state, and the equivalence still holds.

## The determinant without equal energies

```lean
/-- Passing from two states to their half-sum and a multiple `c` of their difference multiplies
the secular determinant by `c²`. -/
theorem secular_recombine (H : V →L[ℝ] V) (a b : V) (c E : ℝ) :
    secular H ((2⁻¹ : ℝ) • (a + b)) (c • (a - b)) E = c ^ 2 * secular H a b E := by
  simp only [secular, Matrix.det_fin_two_of, map_add, map_sub, map_smul, inner_add_left,
    inner_add_right, inner_sub_left, inner_sub_right, real_inner_smul_left,
    real_inner_smul_right]
  ring
```

Instead of forming $T$, Lean expands all the inner products by bilinearity and compares the two polynomials with `ring`.

```lean
/-- For a curve `v` of unit vectors with derivative `w` at `0`, the secular determinant in `v t` and
`v (-t)` at fixed `E`, divided by `4t²`, tends as `t → 0` to the secular determinant in the
orthogonal pair `v 0`, `w`. -/
theorem secular_tendsto (H : V →L[ℝ] V) {v : ℝ → V} {w : V} (h : HasDerivAt v w 0)
    (hv : ∀ t, ‖v t‖ = 1) (E : ℝ) :
    Tendsto (fun t : ℝ => secular H (v t) (v (-t)) E / (4 * t ^ 2)) (𝓝[≠] 0)
      (𝓝 ((⟪v 0, H (v 0)⟫_ℝ - E) * (⟪w, H w⟫_ℝ - E * ‖w‖ ^ 2)
        - ⟪v 0, H w⟫_ℝ * ⟪w, H (v 0)⟫_ℝ)) := by
  have hcont : Continuous fun z : V × V => secular H z.1 z.2 E := by
    simp only [secular, Matrix.det_fin_two_of]
    fun_prop
  -- the half-sum tends to the coalesced state
  have hneg : Tendsto (fun t : ℝ => -t) (𝓝 0) (𝓝 0) := by
    simpa using (continuous_neg.tendsto (0 : ℝ))
  have hv0 : Tendsto v (𝓝 0) (𝓝 (v 0)) := h.continuousAt
  have hp := ((hv0.add (hv0.comp hneg)).const_smul (2⁻¹ : ℝ)).mono_left
    (nhdsWithin_le_nhds (s := {(0 : ℝ)}ᶜ))
  have e : (2⁻¹ : ℝ) • (v 0 + v 0) = v 0 := by module
  rw [e] at hp
  have hlim := (hcont.tendsto (v 0, w)).comp (hp.prodMk_nhds (scaled_difference_tendsto h))
  -- orthogonality and ‖v 0‖ = 1 simplify the limiting determinant
  have ho := velocity_orthogonal h hv
  have ho' : ⟪w, v 0⟫_ℝ = 0 := (real_inner_comm _ _).trans ho
  have hl : secular H (v 0) w E = (⟪v 0, H (v 0)⟫_ℝ - E) * (⟪w, H w⟫_ℝ - E * ‖w‖ ^ 2)
      - ⟪v 0, H w⟫_ℝ * ⟪w, H (v 0)⟫_ℝ := by
    rw [secular, Matrix.det_fin_two_of, ho, ho', real_inner_self_eq_norm_sq,
      real_inner_self_eq_norm_sq, hv 0]
    ring
  rw [← hl]
  refine hlim.congr fun t => ?_
  refine (secular_recombine H (v t) (v (-t)) (2 * t)⁻¹ E).trans ?_
  ring

end CoalescingSCFSolutions
```

The step `hcont` says that the determinant depends continuously on the two states. The limit `hp` treats the half-sum, `scaled_difference_tendsto` treats the difference, and `hlim` combines them. The limiting determinant is simplified in `hl` by orthogonality and $\|v(0)\|=1$. The last lines return to the original pair through `secular_recombine` with $c=1/(2t)$.

The theorem needs neither symmetry of $H$ nor $w\neq0$; for $w=0$ the limit is zero and says nothing about a second root. It concerns the determinant at each fixed $E$. For symmetric $H$ and $w\neq0$ the two CI energies converge as well, because the roots of a quadratic depend continuously on its coefficients while the leading one stays away from zero; this step, like the vanishing of the coupling for degenerate pairs, is argued here only in prose.

```lean
#print axioms CoalescingSCFSolutions.difference_state_energy_tendsto
#print axioms CoalescingSCFSolutions.overlap_defect_tendsto
#print axioms CoalescingSCFSolutions.difference_solves_noci_iff
#print axioms CoalescingSCFSolutions.secular_tendsto
```

```
'CoalescingSCFSolutions.difference_state_energy_tendsto' depends on axioms: [propext, Classical.choice, Quot.sound]
'CoalescingSCFSolutions.overlap_defect_tendsto' depends on axioms: [propext, Classical.choice, Quot.sound]
'CoalescingSCFSolutions.difference_solves_noci_iff' depends on axioms: [propext, Classical.choice, Quot.sound]
'CoalescingSCFSolutions.secular_tendsto' depends on axioms: [propext, Classical.choice, Quot.sound]
```
